# Integration of an axially symmetric function over three-dimensional momentum space in cylindrical coordinates

If a real function on three-dimensional momentum space depends only on the axial component `p 0` and the transverse magnitude `√(p 1 ^ 2 + p 2 ^ 2)`, its integral can be taken in cylindrical coordinates. `integral_cylindrical` states that the integral equals 2π times the iterated integral of ρ g(z, ρ), with z over the whole real line and ρ over the positive half-line. The function is assumed integrable over momentum space; nothing is assumed about a Hamiltonian or a quantum state. The proof splits off the axial coordinate by a measure-preserving map, applies Fubini's theorem, and integrates radially over the transverse plane, where the area π of the unit disc supplies the constant.

This version doesn't compile in Lean 4 with Mathlib:

```lean
import Mathlib

open MeasureTheory MeasureTheory.Measure Set Metric
open scoped Real

namespace IntegralCylindrical

/-- Momentum space of a particle in three dimensions. -/
abbrev Momentum := EuclideanSpace ℝ (Fin 3)

/-- Cylindrical coordinates: an integrable function of the axial and the transverse
momentum is integrated with the weight `2πρ`. -/
theorem integral_cylindrical (g : ℝ → ℝ → ℝ)
    (hg : Integrable fun p : Momentum => g (p 0) (√(p 1 ^ 2 + p 2 ^ 2))) :
    ∫ p : Momentum, g (p 0) (√(p 1 ^ 2 + p 2 ^ 2))
      = 2 * π * ∫ z, ∫ ρ in Ioi (0 : ℝ), ρ * g z ρ := by
  let e := (MeasurableEquiv.toLp 2 (Fin 3 → ℝ)).symm.trans
    (MeasurableEquiv.piFinSuccAbove (fun _ => ℝ) 0)
  have he : MeasurePreserving e volume volume :=
    (volume_preserving_piFinSuccAbove (fun _ : Fin 3 => ℝ) 0).comp
      (PiLp.volume_preserving_ofLp (Fin 3))
  let h : ℝ × (Fin 2 → ℝ) → ℝ := fun x => g x.1 (√(x.2 0 ^ 2 + x.2 1 ^ 2))
  have hi : Integrable h volume := (he.integrable_comp_emb e.measurableEmbedding).1 hg
  change ∫ p, h (e p) = _
  rw [he.integral_comp e.measurableEmbedding h, Measure.volume_eq_prod,
    integral_prod _ hi, ← integral_const_mul]
  refine integral_congr_ae (.of_forall fun z => ?_)
  -- the transverse plane is integrated radially
  have h2 := (PiLp.volume_preserving_ofLp (Fin 2)).integral_comp
    (MeasurableEquiv.toLp 2 (Fin 2 → ℝ)).symm.measurableEmbedding
    (fun v => g z (√(v 0 ^ 2 + v 1 ^ 2)))
  have h3 := integral_fun_norm_addHaar (volume : Measure (EuclideanSpace ℝ (Fin 2))) (g z)
  have hv : (volume : Measure (EuclideanSpace ℝ (Fin 2))).real (ball 0 1) = π := by
    simp [measureReal_def, EuclideanSpace.volume_ball_fin_two]
  simp only [EuclideanSpace.norm_eq, Fin.sum_univ_two, Real.norm_eq_abs, sq_abs, hv,
    finrank_euclideanSpace_fin, smul_eq_mul, nsmul_eq_mul, Nat.add_one_sub_one,
    pow_one] at h3
  change ∫ v : Fin 2 → ℝ, g z (√(v 0 ^ 2 + v 1 ^ 2)) = _
  rw [← h2, h3]
  push_cast
  ring

end IntegralCylindrical
```

Lean reports:

```
Main.lean:33:81: error: unsolved goals
g : ℝ → ℝ → ℝ
hg : Integrable (fun p => g (p.ofLp 0) √(p.ofLp 1 ^ 2 + p.ofLp 2 ^ 2)) volume
e : WithLp 2 (Fin 3 → ℝ) ≃ᵐ ℝ × (Fin 2 → ℝ) :=
  (MeasurableEquiv.toLp 2 (Fin 3 → ℝ)).symm.trans (MeasurableEquiv.piFinSuccAbove (fun x => ℝ) 0)
he : MeasurePreserving (⇑e) volume volume
h : ℝ × (Fin 2 → ℝ) → ℝ := fun x => g x.1 √(x.2 0 ^ 2 + x.2 1 ^ 2)
hi : Integrable h volume
z : ℝ
h2 :
  ∫ (x : WithLp 2 (Fin 2 → ℝ)), g z √(x.ofLp 0 ^ 2 + x.ofLp 1 ^ 2) ∂volume =
    ∫ (y : Fin 2 → ℝ), g z √(y 0 ^ 2 + y 1 ^ 2) ∂volume
h3 :
  ∫ (x : EuclideanSpace ℝ (Fin 2)), g z ‖x‖ =
    Module.finrank ℝ (EuclideanSpace ℝ (Fin 2)) •
      volume.real (ball 0 1) • ∫ (y : ℝ) in Ioi 0, y ^ (Module.finrank ℝ (EuclideanSpace ℝ (Fin 2)) - 1) • g z y
⊢ 0 ≤ π
```

The repair, with which the file compiles:

```diff
@@ -32,5 +32,5 @@
   have h3 := integral_fun_norm_addHaar (volume : Measure (EuclideanSpace ℝ (Fin 2))) (g z)
   have hv : (volume : Measure (EuclideanSpace ℝ (Fin 2))).real (ball 0 1) = π := by
-    simp [measureReal_def, EuclideanSpace.volume_ball_fin_two]
+    simp [measureReal_def, EuclideanSpace.volume_ball_fin_two, Real.pi_pos.le]
   simp only [EuclideanSpace.norm_eq, Fin.sum_univ_two, Real.norm_eq_abs, sq_abs, hv,
     finrank_euclideanSpace_fin, smul_eq_mul, nsmul_eq_mul, Nat.add_one_sub_one,
```

What went wrong. The one error is in `hv`, the auxiliary claim that the open unit disc in the Euclidean plane has real-valued volume π. Lean reports `unsolved goals` with `0 ≤ π` left over: `simp` has reduced the claim to this inequality but cannot finish it.

The inequality arises because `measureReal_def` expresses the real volume as the `toReal` of a measure valued in the extended non-negative reals. Carrying a real number into that type and back returns the same number only if it is non-negative, since a negative one would be cut off to zero. For the disc's area the condition is `0 ≤ π`, which is true, but the `simp` call had no fact that settled it.

The repair adds `Real.pi_pos.le` to the `simp` list. `Real.pi_pos` says that π is strictly positive, and `.le` weakens this to `0 ≤ π`, exactly the goal that remained. With it `simp` closes `hv`; the rest of the proof is unchanged.
